# In an orthonormal basis, the off-diagonal weight in a row of a fermionic one-particle density matrix is at most n(1 − n), with n the row's occupation

The declaration `offdiag_weight_le` concerns a complex matrix `P` over a finite orthonormal basis, with both `P` and `1 - P` positive semidefinite, as for a fermionic one-particle density matrix with occupations between 0 and 1. It says that the squared moduli of the off-diagonal entries in row `i` sum to at most nᵢ(1 − nᵢ), where nᵢ is the real part of `P i i`; if a basis function is wholly empty or wholly filled, the off-diagonal entries in its row are thus all zero. `P` need not be idempotent, and its trace is not fixed. The attempt takes from `row_weight_le` that the whole row has weight at most nᵢ, splits off the diagonal term, which is at least nᵢ², and leaves the remaining arithmetic to `nlinarith`.

An attempt in Lean 4 with a fault in it:

```lean
import Mathlib

open Matrix Finset
open scoped ComplexOrder

namespace OffdiagWeightLe

noncomputable section

variable {n : Type*} [Fintype n] [DecidableEq n]

/-- A one-particle density matrix in an orthonormal basis: both `P` (particles) and
`1 - P` (holes) are positive semidefinite. -/
structure IsDensityMatrix (P : Matrix n n ℂ) : Prop where
  particle : P.PosSemidef
  hole : (1 - P).PosSemidef

/-- For a density matrix `P`, the matrix `P - P²` is positive semidefinite. -/
theorem sub_sq_posSemidef {P : Matrix n n ℂ} (h : IsDensityMatrix P) :
    (P - P * P).PosSemidef := by
  -- split into a hole part seen by particles and a particle part seen by holes
  have e : P - P * P = Pᴴ * (1 - P) * P + (1 - P)ᴴ * P * (1 - P) := by
    rw [h.particle.isHermitian.eq, h.hole.isHermitian.eq]
    noncomm_ring
  rw [e]
  exact (h.hole.conjTranspose_mul_mul_same P).add
    (h.particle.conjTranspose_mul_mul_same (1 - P))

/-- The squared moduli in row `i` of a density matrix sum to at most the occupation `P i i`. -/
theorem row_weight_le {P : Matrix n n ℂ} (h : IsDensityMatrix P) (i : n) :
    ∑ j, ‖P i j‖ ^ 2 ≤ (P i i).re := by
  have hd : 0 ≤ (P - P * P) i i := (sub_sq_posSemidef h).diag_nonneg
  have hre := (Complex.le_def.1 hd).1
  have hs : ∀ j, (P i j * P j i).re = ‖P i j‖ ^ 2 := by
    intro j
    have hj : P j i = star (P i j) := (h.particle.isHermitian.apply j i).symm
    rw [hj, ← starRingEnd_apply, Complex.mul_conj, Complex.ofReal_re,
      Complex.normSq_eq_norm_sq]
  simp only [Matrix.sub_apply, Matrix.mul_apply, Complex.sub_re, Complex.re_sum,
    Complex.zero_re, hs] at hre
  linarith

/-- The off-diagonal weight in row `i` of a density matrix is at most `nᵢ (1 - nᵢ)`,
where `nᵢ` is the occupation of basis function `i`. -/
theorem offdiag_weight_le {P : Matrix n n ℂ} (h : IsDensityMatrix P) (i : n) :
    ∑ j ∈ univ.erase i, ‖P i j‖ ^ 2 ≤ (P i i).re * (1 - (P i i).re) := by
  have hrow := row_weight_le h i
  have hsplit := Finset.add_sum_erase univ (fun j => ‖P i j‖ ^ 2) (mem_univ i)
  have hdiag : (P i i).re ^ 2 ≤ ‖P i i‖ ^ 2 := by
    rw [Complex.sq_norm, Complex.normSq_apply]
    nlinarith [mul_self_nonneg (P i i).im]
  simp only at hsplit
  nlinarith

end

end OffdiagWeightLe
```

Compiling this gives:

```
Main.lean:52:2: error: `simp` made no progress

Note: The target expression is not type-correct under the `implicit` transparency level, which may have triggered the failure. This is usually caused by unfolding of semireducible definitions in prior tactic steps. Use `set_option linter.tacticCheckInstances true` to investigate the source of the issue.
Full error:
  function expected
    P i
```

Diagnosis. The error is that `simp only at hsplit` changed nothing, which `simp` treats as a failure. The line was there to apply the function `fun j => ‖P i j‖ ^ 2` to its arguments, but Lean had already done so when it gave `hsplit` its type. Had any such application been left, `simp only` would have carried it out and so made progress.

The note about type-correctness is a side issue. An entry `P i j` uses `P` as a function, while its type `Matrix n n ℂ` is a function type only once `Matrix` is unfolded, which the check described does not do. Such entries do not stop `simp` from working: in `row_weight_le`, `simp only [...] at hre` rewrites an expression built from entries of the same kind.

Deleting the `simp only` line is what cures the error. The other change writes out the type of `hsplit`, that the diagonal term plus the off-diagonal sum equals the full row sum, and proves it by the same lemma, `Finset.add_sum_erase`. `hsplit` already had that content in plain form, so this only makes the equation visible in the source. `nlinarith` then combines it with `hrow` and `hdiag`.

After these edits no error is left:

```diff
@@ -46,9 +46,9 @@
     ∑ j ∈ univ.erase i, ‖P i j‖ ^ 2 ≤ (P i i).re * (1 - (P i i).re) := by
   have hrow := row_weight_le h i
-  have hsplit := Finset.add_sum_erase univ (fun j => ‖P i j‖ ^ 2) (mem_univ i)
+  have hsplit : ‖P i i‖ ^ 2 + ∑ j ∈ univ.erase i, ‖P i j‖ ^ 2 = ∑ j, ‖P i j‖ ^ 2 :=
+    Finset.add_sum_erase univ (fun j => ‖P i j‖ ^ 2) (mem_univ i)
   have hdiag : (P i i).re ^ 2 ≤ ‖P i i‖ ^ 2 := by
     rw [Complex.sq_norm, Complex.normSq_apply]
     nlinarith [mul_self_nonneg (P i i).im]
-  simp only at hsplit
   nlinarith
 
```
